# A cluster of radius R reproduces the local moments (H^k)_oo of a nearest-neighbour Hamiltonian for k ≤ 2R+1

The cluster of radius R around a site o of a finite graph is taken here to be the set of sites joined to o by a walk of at most R hops, so a site with no path to o never belongs to it. The cluster Hamiltonian is the block of the full Hamiltonian H on those sites, a smaller matrix and not a zero-padded one.

```lean
import Mathlib

open Matrix

namespace ClusterMoments

variable {V : Type*} [Fintype V]

open Classical in
/-- The cluster of radius `R` around site `o`: all sites joined to `o` by a walk of at most
`R` hops. -/
noncomputable def ball (G : SimpleGraph V) (o : V) (R : ℕ) : Finset V :=
  Finset.univ.filter fun v => ∃ p : G.Walk v o, p.length ≤ R

/-- `H` has only on-site terms and hoppings along the edges of the graph. -/
def IsHopping (G : SimpleGraph V) (H : Matrix V V ℂ) : Prop :=
  ∀ i j, i ≠ j → ¬ G.Adj i j → H i j = 0

/-- The cluster Hamiltonian: the block of `H` on the sites within `R` hops of `o`. -/
def cluster (G : SimpleGraph V) (H : Matrix V V ℂ) (o : V) (R : ℕ) :
    Matrix (ball G o R) (ball G o R) ℂ :=
  H.submatrix Subtype.val Subtype.val

variable {G : SimpleGraph V} {H : Matrix V V ℂ}

/-- A site lies in the cluster exactly when some walk of at most `R` hops joins it to `o`. -/
theorem mem_ball {o v : V} {R : ℕ} :
    v ∈ ball G o R ↔ ∃ p : G.Walk v o, p.length ≤ R := by
  simp [ball]

/-- The central site, regarded as a site of its own cluster. -/
def center (G : SimpleGraph V) (o : V) (R : ℕ) : ball G o R :=
  ⟨o, mem_ball.2 ⟨SimpleGraph.Walk.nil, Nat.zero_le R⟩⟩

/-- If `H` has only on-site and edge terms, a nonzero matrix element between two sites, the
second within `d` hops of `o`, puts the first within `d + 1` hops. -/
theorem hop_mem_ball (hH : IsHopping G H) {o w u : V} {d : ℕ}
    (h : H w u ≠ 0) (hu : u ∈ ball G o d) : w ∈ ball G o (d + 1) := by
  obtain ⟨p, hp⟩ := mem_ball.1 hu
  by_cases e : w = u
  · subst e
    exact mem_ball.2 ⟨p, by omega⟩
  · by_cases a : G.Adj w u
    · exact mem_ball.2 ⟨SimpleGraph.Walk.cons a p, by
        simp only [SimpleGraph.Walk.length_cons]; omega⟩
    · exact absurd (hH w u e a) h

variable [DecidableEq V]

/-- For `H` with only on-site and edge terms, the element of `H ^ k` between `o` and a cluster site
`v` within `d` hops of `o` is that of the `k`-th power of the cluster Hamiltonian if
`k + d ≤ 2 R + 1`. -/
theorem pow_apply_eq_cluster (hH : IsHopping G H) (o : V) (R : ℕ) :
    ∀ (k d : ℕ) (v : ball G o R), (v : V) ∈ ball G o d → k + d ≤ 2 * R + 1 →
      (H ^ k) v o = (cluster G H o R ^ k) v (center G o R) := by
  have hT : IsHopping G Hᵀ := fun i j hij hadj => hH j i hij.symm fun h => hadj h.symm
  -- `k` hops starting at `o` do not leave the ball of radius `k`
  have spread : ∀ (k : ℕ) (w : V), w ∉ ball G o k → (H ^ k) w o = 0 := by
    intro k
    induction k with
    | zero =>
      intro w hw
      have hne : w ≠ o := fun h => hw (by rw [h]; exact (center G o 0).2)
      rw [pow_zero, Matrix.one_apply_ne hne]
    | succ k ih =>
      intro w hw
      rw [pow_succ', Matrix.mul_apply]
      refine Finset.sum_eq_zero fun u _ => ?_
      by_cases h0 : H w u = 0
      · rw [h0, zero_mul]
      · rw [ih u fun hu => hw (hop_mem_ball hH h0 hu), mul_zero]
  intro k
  induction k with
  | zero =>
    intro d v _ _
    by_cases h : (v : V) = o
    · have h' : v = center G o R := Subtype.ext h
      rw [pow_zero, pow_zero, h']
      show (1 : Matrix V V ℂ) o o = _
      rw [Matrix.one_apply_eq, Matrix.one_apply_eq]
    · have h' : v ≠ center G o R := fun e => h (congrArg Subtype.val e)
      rw [pow_zero, pow_zero, Matrix.one_apply_ne h, Matrix.one_apply_ne h']
  | succ k ih =>
    intro d v hv hk
    -- a term that leaves the cluster has too few hops left to reach `o`
    have out : ∑ w ∈ (ball G o R)ᶜ, H v w * (H ^ k) w o = 0 := by
      refine Finset.sum_eq_zero fun w hw => ?_
      have hw' := Finset.mem_compl.1 hw
      by_cases h0 : H v w = 0
      · rw [h0, zero_mul]
      · obtain ⟨p, hp⟩ := mem_ball.1 (hop_mem_ball hT (w := w) (u := v) h0 hv)
        have hR : ¬ p.length ≤ R := fun h => hw' (mem_ball.2 ⟨p, h⟩)
        rw [spread k w, mul_zero]
        intro hwk
        obtain ⟨q, hq⟩ := mem_ball.1 hwk
        exact hw' (mem_ball.2 ⟨q, by omega⟩)
    rw [pow_succ', pow_succ', Matrix.mul_apply, Matrix.mul_apply,
      ← Finset.sum_add_sum_compl (ball G o R), out, add_zero,
      ← Finset.sum_coe_sort (ball G o R)]
    refine Finset.sum_congr rfl fun w _ => ?_
    show _ = H v w * _
    by_cases h0 : H v w = 0
    · rw [h0, zero_mul, zero_mul]
    · rw [ih (d + 1) w (hop_mem_ball hT (w := w) (u := v) h0 hv) (by omega)]

/-- For `H` with only on-site and edge terms, the cluster of radius `R` reproduces the local
spectral moments `(H ^ k)_oo` for all `k ≤ 2 R + 1`. -/
theorem local_moment_eq (hH : IsHopping G H) (o : V) {R k : ℕ} (hk : k ≤ 2 * R + 1) :
    (H ^ k) o o = (cluster G H o R ^ k) (center G o R) (center G o R) :=
  pow_apply_eq_cluster hH o R k 0 (center G o R) (center G o 0).2 (by omega)

/-- For `H` with only on-site and edge terms, the local element at `o` of any polynomial in `H`
of degree at most `2 R + 1` can be computed in the cluster of radius `R`. -/
theorem local_polynomial_eq (hH : IsHopping G H) (o : V) {R : ℕ} (p : Polynomial ℂ)
    (hp : p.natDegree ≤ 2 * R + 1) :
    (Polynomial.aeval H p) o o =
      (Polynomial.aeval (cluster G H o R) p) (center G o R) (center G o R) := by
  rw [Polynomial.aeval_eq_sum_range, Polynomial.aeval_eq_sum_range,
    Matrix.sum_apply, Matrix.sum_apply]
  refine Finset.sum_congr rfl fun k hk => ?_
  have hk' := Finset.mem_range.1 hk
  rw [Matrix.smul_apply, Matrix.smul_apply, local_moment_eq hH o (R := R) (by omega)]

/-- An even local moment of a Hermitian matrix is the squared norm of the state obtained by
applying half of the powers to the local orbital. -/
theorem even_moment {n : Type*} [Fintype n] [DecidableEq n] {A : Matrix n n ℂ}
    (hA : A.IsHermitian) (m : ℕ) (i : n) :
    (A ^ (2 * m)) i i = ((∑ w, ‖(A ^ m) w i‖ ^ 2 : ℝ) : ℂ) := by
  have h : (A ^ m).IsHermitian := by
    rw [Matrix.IsHermitian, Matrix.conjTranspose_pow, hA.eq]
  rw [two_mul, pow_add, Matrix.mul_apply, Complex.ofReal_sum]
  refine Finset.sum_congr rfl fun w _ => ?_
  have e : (A ^ m) i w = star ((A ^ m) w i) := (h.apply i w).symm
  rw [e, Complex.star_def, mul_comm, Complex.mul_conj, Complex.normSq_eq_norm_sq]

/-- For Hermitian `H` with only on-site and edge terms, the moment of order `2 R + 2` exceeds
its cluster value by the weight that `H ^ (R + 1)` carries from `o` out of the cluster. -/
theorem moment_defect (hH : IsHopping G H) (hs : H.IsHermitian) (o : V) (R : ℕ) :
    (H ^ (2 * R + 2)) o o =
      (cluster G H o R ^ (2 * R + 2)) (center G o R) (center G o R) +
        ((∑ w ∈ (ball G o R)ᶜ, ‖(H ^ (R + 1)) w o‖ ^ 2 : ℝ) : ℂ) := by
  have hc : (cluster G H o R).IsHermitian := hs.submatrix _
  -- inside the cluster the two propagated states coincide
  have inside : ∑ w, ‖(cluster G H o R ^ (R + 1)) w (center G o R)‖ ^ 2 =
      ∑ w ∈ ball G o R, ‖(H ^ (R + 1)) w o‖ ^ 2 := by
    rw [← Finset.sum_coe_sort (ball G o R)]
    refine Finset.sum_congr rfl fun w _ => ?_
    rw [pow_apply_eq_cluster hH o R (R + 1) R w w.2 (by omega)]
  have e : 2 * R + 2 = 2 * (R + 1) := by ring
  rw [e, even_moment hs, even_moment hc, inside, ← Complex.ofReal_add,
    Finset.sum_add_sum_compl]

/-- For the adjacency matrix of the graph, the cluster value of the moment of order `2 R + 2`
is strictly too small whenever some site is `R + 1` but not fewer hops away from `o`. -/
theorem adjacency_moment_lt [DecidableRel G.Adj] {o w : V} {R : ℕ}
    (hw : w ∈ ball G o (R + 1)) (hw' : w ∉ ball G o R) :
    ((cluster G (G.adjMatrix ℂ) o R ^ (2 * R + 2)) (center G o R) (center G o R)).re <
      ((G.adjMatrix ℂ ^ (2 * R + 2)) o o).re := by
  have hH : IsHopping G (G.adjMatrix ℂ) := fun i j _ h => by
    simp [SimpleGraph.adjMatrix_apply, h]
  have hs : (G.adjMatrix ℂ).IsHermitian := Matrix.IsHermitian.ext fun i j => by
    by_cases h : G.Adj i j <;> simp [SimpleGraph.adjMatrix_apply, h, G.adj_comm j i]
  -- powers of the adjacency matrix count walks, and one walk reaches `w`
  have hne : (G.adjMatrix ℂ ^ (R + 1)) w o ≠ 0 := by
    obtain ⟨p, hp⟩ := mem_ball.1 hw
    have hR : ¬ p.length ≤ R := fun h => hw' (mem_ball.2 ⟨p, h⟩)
    have hl : p.length = R + 1 := by omega
    rw [SimpleGraph.adjMatrix_pow_apply_eq_card_walk]
    exact Nat.cast_ne_zero.2 (Fintype.card_pos_iff.2 ⟨⟨p, hl⟩⟩).ne'
  have hpos : 0 < ∑ u ∈ (ball G o R)ᶜ, ‖(G.adjMatrix ℂ ^ (R + 1)) u o‖ ^ 2 :=
    Finset.sum_pos' (fun _ _ => by positivity)
      ⟨w, Finset.mem_compl.2 hw', pow_pos (norm_pos_iff.2 hne) 2⟩
  rw [moment_defect hH hs o R, Complex.add_re, Complex.ofReal_re]
  linarith

end ClusterMoments
```

```lean
#print axioms ClusterMoments.local_moment_eq
#print axioms ClusterMoments.local_polynomial_eq
#print axioms ClusterMoments.adjacency_moment_lt
```

```
'ClusterMoments.local_moment_eq' depends on axioms: [propext, Classical.choice, Quot.sound]
'ClusterMoments.local_polynomial_eq' depends on axioms: [propext, Classical.choice, Quot.sound]
'ClusterMoments.adjacency_moment_lt' depends on axioms: [propext, Classical.choice, Quot.sound]
```

## Sites, hoppings and the truncated Hamiltonian

The type `V` is the finite set of sites, with one orbital on each, and `G` records which sites are neighbours. Write B_d for `ball G o d`, the sites within d hops of o. Defining it through walks avoids Mathlib's numerical graph distance, which is 0 between unconnected sites and would put them in every cluster.

`IsHopping G H` says that H_ij = 0 whenever i and j are different and not adjacent. On-site energies are arbitrary, and so are the hoppings along edges, some of which may vanish. The graph need not be connected, and H need not be Hermitian unless a theorem says so.

`cluster G H o R` is the block H_R, whose rows and columns are labelled by the members of B_R. Since o must then appear as one of those labels, `center G o R` is the site o together with the proof that it lies in B_R. The main theorem, `local_moment_eq`, reads

(H^k)_oo = (H_R^k)_oo for all k ≤ 2R+1.

For Hermitian H with orthonormal eigenvectors ψ_n and energies E_n, these numbers are the moments of the local density of states at o:

(H^k)_oo = Σ_n |ψ_n(o)|² E_n^k.

Going from R to R+1 raises the guaranteed order from 2R+1 to 2R+3, so each shell secures two more moments.

For non-interacting electrons in a finite tight-binding model with an orthonormal basis, this gives a cluster size that is sufficient for a polynomial expansion of the local spectrum up to a chosen degree. By `local_polynomial_eq`, any polynomial of degree at most 2R+1 has the same oo element in H and in H_R. This includes Chebyshev polynomials, provided that both matrices are shifted and scaled by the same constants. The theorem gives no error bound for other functions, such as a Fermi function, and the cluster is simply cut out, with no bath or embedding potential at its boundary.

## Why a path that leaves the cluster returns too late

A nonzero matrix element moves at most one hop. If H_wu ≠ 0 and u lies in B_d, then either w = u or w is adjacent to u, and in both cases w lies in B_(d+1). This is `hop_mem_ball`. Adjacency is symmetric, so the same holds with the indices of H exchanged, even if H itself is not symmetric; the proof obtains this by applying the lemma to the transpose, through `hT`.

It follows that k hops from o stay inside B_k:

(H^k)_wo = 0 if w is not in B_k.

For k = 0 this is an off-diagonal element of the identity. For the next power, write

(H^(k+1))_wo = Σ_u H_wu (H^k)_uo.

If w is not in B_(k+1), each u with H_wu ≠ 0 lies outside B_k, and its second factor vanishes by induction. In the file this is the local statement `spread`.

The comparison with the cluster, `pow_apply_eq_cluster`, needs more than the diagonal element. For v in both B_R and B_d,

(H^k)_vo = (H_R^k)_vo whenever k + d ≤ 2R+1.

For k = 0 both sides are elements of an identity matrix. Now suppose the statement holds for k, and let k + 1 + d ≤ 2R+1. Split the intermediate site w according to whether it is in the cluster:

(H^(k+1))_vo = Σ_(w in B_R) H_vw (H^k)_wo + Σ_(w not in B_R) H_vw (H^k)_wo.

Take a term of the second sum with H_vw ≠ 0. Then w lies in B_(d+1) but not in B_R, so d ≥ R. Hence k ≤ 2R − d ≤ R, and w is not in B_k either. By the previous step (H^k)_wo = 0. The whole second sum vanishes, which is `out` in the code.

In the first sum, each w with H_vw ≠ 0 lies in B_(d+1), and k + (d+1) ≤ 2R+1. The induction hypothesis replaces (H^k)_wo by (H_R^k)_wo, and what remains is the matrix product for (H_R^(k+1))_vo. The lemma `Finset.sum_coe_sort` identifies the sum over members of B_R with the sum over the labels of the smaller matrix.

Setting v = o and d = 0 gives the moment theorem. For a polynomial p(x) = Σ_k c_k x^k, one multiplies each moment equality by c_k and adds.

## An induction hypothesis that can change its site

The step above uses the hypothesis at a new site w and a new distance d+1. In Lean this depends on the order of introduction: `intro k` is followed by `induction k` while `d` and `v` are still universally quantified. The hypothesis `ih` therefore covers every distance and every cluster site, and the proof can call it as `ih (d + 1) w`. Had `d` and `v` been introduced first and not generalized again, `ih` would speak only about the old site and the old distance. One power is spent and one hop of distance is gained, so the sum k + d keeps its bound, and `omega` confirms the arithmetic.

## The first moment that sees the outside

For a Hermitian matrix A, an even moment is a squared norm:

(A^(2m))_ii = Σ_w (A^m)_iw (A^m)_wi = Σ_w |(A^m)_wi|².

This is `even_moment`. Apply it with m = R+1 to H and to H_R. For w in B_R, the comparison above with k = R+1 and d = R gives (H^(R+1))_wo = (H_R^(R+1))_wo, because k + d is exactly 2R+1. Only the outside sites are left in the difference, as `moment_defect` states:

(H^(2R+2))_oo = (H_R^(2R+2))_oo + Σ_(w not in B_R) |(H^(R+1))_wo|².

For R = 0 the cluster is the single site o, and the formula becomes

(H²)_oo = (H_oo)² + Σ_(w ≠ o) |H_wo|².

The excess may be zero, for instance when the cluster already contains every site connected to o.

For the adjacency matrix, which is the Hückel matrix with zero on-site energy and the hopping as energy unit, `adjacency_moment_lt` shows that the excess is strictly positive if some site w lies in B_(R+1) but not in B_R. The element (H^(R+1))_wo counts the walks of length R+1 from w to o, and there is at least one. So the bound 2R+1 cannot be raised for all hopping matrices. The inequality compares real parts because the matrices have complex entries; both moments are real here.

## A second-neighbour hop breaks the equality

Take the chain o–a–b and let the only nonzero elements of H be H_ob = H_bo = 1. This matrix violates `IsHopping`, since o and b are not adjacent. The cluster of radius R = 1 is {o, a}, on which H_R = 0. Then

(H²)_oo = H_ob H_bo = 1, but (H_R²)_oo = 0,

although 2 ≤ 2R+1 = 3. Some restriction on hoppings between non-adjacent sites is therefore needed. If the graph is given an edge between o and b, the theorem applies again, and the cluster of radius 1 then includes b.
